# Level pairing and zero modes in a bipartite Hückel Hamiltonian with zero on-site energies

Before diagonalising the Hückel matrix of an alternant hydrocarbon, one can star alternate atoms, compare the numbers of starred and unstarred ones, and read off a least number of nonbonding orbitals. That count, and the check that the computed levels lie symmetrically about zero, rest on the block structure of the matrix. Both hold for non-interacting electrons on finitely many sites, provided that the site orbitals are orthonormal, all sites have the same on-site energy, taken as the zero of energy, and hopping only connects the two classes.

## Sites, hopping and the sign change

Let m and n be the two sets of sites, with |m| and |n| elements; either may be empty. An orbital is a pair (u, v), with amplitudes u_i for i in m and v_j for j in n. In Lean, `m` and `n` are types, and an orbital is a function `m ⊕ n → ℂ`, written `Sum.elim u v` when its two parts are given.

```lean
import Mathlib

open Matrix Module
open scoped ComplexOrder

namespace BipartiteHueckel

variable {m n : Type*}
```

The hopping matrix B has rows in m and columns in n, and B† is its conjugate transpose, `Bᴴ` in Lean. The Hamiltonian is

H = [[0, B], [B†, 0]].

The zero diagonal means that every site has the same Coulomb integral and that energies are measured from it. The other zeros in the diagonal blocks exclude hopping within a sublattice. The basis orbitals are taken as orthonormal, so the eigenvalue problem contains no overlap matrix. The entries of B are otherwise arbitrary complex numbers, which allows unequal bonds and magnetic phases.

```lean
/-- The Hückel Hamiltonian of a bipartite system with zero on-site energy: the matrix `B`
couples the sites `m` of the first sublattice to the sites `n` of the second. -/
def hueckel (B : Matrix m n ℂ) : Matrix (m ⊕ n) (m ⊕ n) ℂ :=
  fromBlocks 0 B Bᴴ 0
```

The second ingredient is the linear map S that reverses the sign of the amplitudes on n:

S(u, v) = (u, −v).

```lean
/-- The sublattice sign change, which sends an orbital `(u, v)` to `(u, -v)`. -/
def sublatticeFlip : (m ⊕ n → ℂ) →ₗ[ℂ] (m ⊕ n → ℂ) where
  toFun x := Sum.elim (x ∘ Sum.inl) (-(x ∘ Sum.inr))
  map_add' x y := by ext (i | j) <;> simp [add_comm]
  map_smul' c x := by ext (i | j) <;> simp
```

## (a) Action of H on an orbital

**Task.** Compute H(u, v) and show that

H(u, v) = (Bv, B†u).

**Solution.** Write out the components on each sublattice:

(H(u, v))_i = Σ_j B_ij v_j = (Bv)_i

(H(u, v))_j = Σ_i (B_ij)* u_i = (B†u)_j

The diagonal blocks contribute nothing. In Lean, `*ᵥ` is the product of a matrix with a vector, and `fromBlocks_mulVec` carries out the block multiplication. From here on both sublattices are assumed finite.

```lean
variable [Fintype m] [Fintype n]

/-- The Hamiltonian moves amplitude from each sublattice to the other:
`H (u, v) = (B v, B† u)`. -/
theorem hueckel_mulVec (B : Matrix m n ℂ) (u : m → ℂ) (v : n → ℂ) :
    hueckel B *ᵥ Sum.elim u v = Sum.elim (B *ᵥ v) (Bᴴ *ᵥ u) := by
  simp [hueckel, fromBlocks_mulVec]
```

## (b) The coupled eigenvalue equations

**Task.** For a complex number E, show that H(u, v) = E(u, v) is equivalent to

Bv = Eu and B†u = Ev.

**Solution.** By (a), the eigenvalue equation reads (Bv, B†u) = (Eu, Ev). Two pairs are equal exactly when their parts are equal. The Lean proof does the same: one direction evaluates the equation at a site `Sum.inl i` or `Sum.inr j`, and the other substitutes the two equations and compares site by site.

```lean
/-- The eigenvalue equation for `(u, v)` at energy `E` is the pair of coupled equations
`B v = E u` and `B† u = E v`. -/
theorem eigen_equation_iff (B : Matrix m n ℂ) (E : ℂ) (u : m → ℂ) (v : n → ℂ) :
    hueckel B *ᵥ Sum.elim u v = E • Sum.elim u v ↔
      B *ᵥ v = E • u ∧ Bᴴ *ᵥ u = E • v := by
  rw [hueckel_mulVec]
  constructor
  · intro h
    exact ⟨funext fun i => congrFun h (Sum.inl i), funext fun j => congrFun h (Sum.inr j)⟩
  · rintro ⟨h1, h2⟩
    rw [h1, h2]
    ext (i | j) <;> simp
```

## (c) The sign change and the Hamiltonian

**Task.** Show that for every orbital x

H(Sx) = −S(Hx).

**Solution.** Let x = (u, v). Then

H(Sx) = H(u, −v) = (−Bv, B†u)

−S(Hx) = −S(Bv, B†u) = −(Bv, −B†u) = (−Bv, B†u)

and the two agree. The Lean proof first splits `x` into its parts, then applies (a) on both sides and compares components.

```lean
/-- The sublattice sign change anticommutes with the Hamiltonian. -/
theorem hueckel_flip (B : Matrix m n ℂ) (x : m ⊕ n → ℂ) :
    hueckel B *ᵥ sublatticeFlip x = -sublatticeFlip (hueckel B *ᵥ x) := by
  obtain ⟨u, v, rfl⟩ : ∃ u v, x = Sum.elim u v :=
    ⟨_, _, (Sum.elim_comp_inl_inr x).symm⟩
  change hueckel B *ᵥ Sum.elim u (-v) = _
  rw [hueckel_mulVec, hueckel_mulVec, mulVec_neg]
  ext (i | j) <;> simp [sublatticeFlip]
```

## (d) From one eigenspace to another

**Task.** Show that if Hx = Ex, then

H(Sx) = (−E)(Sx).

**Solution.** By (c) and the linearity of S,

H(Sx) = −S(Hx) = −S(Ex) = −E Sx.

In the statement, `(hueckel B).mulVecLin` is H as a linear map, and `End.eigenspace` is the space of all solutions at the given energy, including the zero vector. The last `rw` follows the chain of equalities above.

```lean
/-- The sublattice sign change carries the eigenspace at `E` into the eigenspace at `-E`. -/
theorem flip_mem_eigenspace (B : Matrix m n ℂ) (E : ℂ) (x : m ⊕ n → ℂ)
    (hx : x ∈ End.eigenspace (hueckel B).mulVecLin E) :
    sublatticeFlip x ∈ End.eigenspace (hueckel B).mulVecLin (-E) := by
  rw [End.mem_eigenspace_iff, mulVecLin_apply] at hx ⊢
  rw [hueckel_flip, hx, map_smul, neg_smul]
```

## (e) The partner orbital

**Task.** Let (u, v) be an eigenvector at E. Show that its partner is a true eigenvector:

H(u, −v) = −E(u, −v), with (u, −v) ≠ 0.

**Solution.** The equation is (d). If (u, −v) were zero, then u = 0 and v = 0, so (u, v) would be zero as well, contrary to assumption. `End.HasEigenvector` consists of these two conditions, membership in the eigenspace and being nonzero, and the proof supplies them in that order.

At E = 0 the partner is again a zero-energy orbital, possibly the same one up to sign. For alternant hydrocarbons this is the part of the Coulson–Rushbrooke theorem that concerns levels. The uniform π charge of the neutral molecule depends on how the levels are filled, and no filling enters here.

```lean
/-- Pairing theorem: if `(u, v)` is an eigenvector at energy `E`, then `(u, -v)` is an
eigenvector at energy `-E`. -/
theorem pairing (B : Matrix m n ℂ) (E : ℂ) (u : m → ℂ) (v : n → ℂ)
    (h : End.HasEigenvector (hueckel B).mulVecLin E (Sum.elim u v)) :
    End.HasEigenvector (hueckel B).mulVecLin (-E) (Sum.elim u (-v)) := by
  refine ⟨flip_mem_eigenspace B E _ h.1, fun h0 => h.2 ?_⟩
  ext (i | j)
  · exact congrFun h0 (Sum.inl i)
  · exact neg_eq_zero.1 (congrFun h0 (Sum.inr j))
```

## (f) Degeneracies

**Task.** Show that

dim ker(H − E) = dim ker(H + E).

**Solution.** S is injective, since (u, −v) determines (u, v). By (d) it maps the eigenspace at E into the one at −E, so the first dimension is at most the second. The same argument started at −E gives the reverse inequality.

In Lean, `key` is the inequality for an arbitrary energy `F`, obtained by restricting `sublatticeFlip` to the eigenspace. It is used at `E` and at `-E`, and `le_antisymm` joins the results. If E is not an eigenvalue, both dimensions are zero.

```lean
/-- The levels `E` and `-E` have the same degeneracy. -/
theorem degeneracy_eq (B : Matrix m n ℂ) (E : ℂ) :
    finrank ℂ (End.eigenspace (hueckel B).mulVecLin E) =
      finrank ℂ (End.eigenspace (hueckel B).mulVecLin (-E)) := by
  -- the sign change is injective, so it gives one inequality for every energy
  have key : ∀ F : ℂ, finrank ℂ (End.eigenspace (hueckel B).mulVecLin F) ≤
      finrank ℂ (End.eigenspace (hueckel B).mulVecLin (-F)) := by
    intro F
    refine LinearMap.finrank_le_finrank_of_injective
      (f := LinearMap.restrict sublatticeFlip (flip_mem_eigenspace B F)) ?_
    intro x y hxy
    have h : sublatticeFlip x.1 = sublatticeFlip y.1 := congrArg Subtype.val hxy
    apply Subtype.ext
    ext (i | j)
    · exact congrFun h (Sum.inl i)
    · exact neg_injective (congrFun h (Sum.inr j))
  -- the opposite inequality is the same statement at `-E`
  have h2 := key (-E)
  rw [neg_neg] at h2
  exact le_antisymm (key E) h2
```

## (g) Weight on the two sublattices

**Task.** Let H(u, v) = E(u, v) with E real and nonzero. Show that

Σ_i |u_i|² = Σ_j |v_j|².

**Solution.** Evaluate v†B†u in two ways, using (b):

E v†v = v†(B†u) = (Bv)†u = (Eu)†u = E u†u

The last step uses that E is real. Division by E ≠ 0 gives the claim. For a normalised orbital, each sublattice therefore carries probability 1/2.

The Lean expression `star u ⬝ᵥ u` is u†u. The `calc` block follows the same chain, with (Eu)†u appearing only inside the rewriting of its last step, and `Complex.conj_ofReal` is where the reality of E enters. As H is Hermitian, requiring a real E excludes no eigenvector.

```lean
/-- An orbital `(u, v)` at a nonzero real energy has equal weight on the two sublattices. -/
theorem equal_sublattice_weight (B : Matrix m n ℂ) (E : ℝ) (hE : E ≠ 0)
    (u : m → ℂ) (v : n → ℂ)
    (h : hueckel B *ᵥ Sum.elim u v = (E : ℂ) • Sum.elim u v) :
    star u ⬝ᵥ u = star v ⬝ᵥ v := by
  obtain ⟨h1, h2⟩ := (eigen_equation_iff B E u v).1 h
  -- evaluate the coupling between the sublattices in two ways
  have key : (E : ℂ) * (star v ⬝ᵥ v) = (E : ℂ) * (star u ⬝ᵥ u) := by
    calc (E : ℂ) * (star v ⬝ᵥ v) = star v ⬝ᵥ (Bᴴ *ᵥ u) := by
          rw [h2, dotProduct_smul, smul_eq_mul]
      _ = star (B *ᵥ v) ⬝ᵥ u := by
          rw [Matrix.dotProduct_mulVec, Matrix.star_mulVec]
      _ = (E : ℂ) * (star u ⬝ᵥ u) := by
          rw [h1, star_smul, smul_dotProduct, smul_eq_mul, Complex.star_def,
            Complex.conj_ofReal]
  exact (mul_left_cancel₀ (Complex.ofReal_ne_zero.2 hE) key).symm
```

## (h) Counting the zero-energy orbitals

**Task.** Relate the number of independent zero-energy orbitals to the rank of B:

dim ker H + 2 rank B = |m| + |n|.

**Solution.** At E = 0 the equations in (b) decouple into Bv = 0 and B†u = 0. A zero-energy orbital is thus an independent choice of u in ker B† and v in ker B, so

dim ker H = dim ker B† + dim ker B.

B acts on vectors with |n| components and B† on vectors with |m| components. Rank–nullity, together with rank B† = rank B, gives

dim ker B = |n| − rank B

dim ker B† = |m| − rank B

and the sum is the claim.

In Lean, `h0` is the decoupled pair of equations, and `e` is the linear isomorphism from ker H to the product of the two kernels. `h1` and `h2` are the two uses of rank–nullity, and `omega` does the final integer arithmetic.

```lean
/-- The number of independent zero-energy orbitals plus twice the rank of `B` equals the
total number of sites. -/
theorem nonbonding_count (B : Matrix m n ℂ) :
    finrank ℂ (LinearMap.ker (hueckel B).mulVecLin) + 2 * B.rank =
      Fintype.card m + Fintype.card n := by
  have h0 : ∀ (u : m → ℂ) (v : n → ℂ), hueckel B *ᵥ Sum.elim u v = 0 ↔
      B *ᵥ v = 0 ∧ Bᴴ *ᵥ u = 0 := fun u v => by
    simpa only [zero_smul] using eigen_equation_iff B 0 u v
  have hk : ∀ x : LinearMap.ker (hueckel B).mulVecLin,
      B *ᵥ (x.1 ∘ Sum.inr) = 0 ∧ Bᴴ *ᵥ (x.1 ∘ Sum.inl) = 0 := fun x => by
    rw [← h0, Sum.elim_comp_inl_inr]
    exact LinearMap.mem_ker.1 x.2
  -- a zero mode is an independent choice of a zero mode on each sublattice
  let e : LinearMap.ker (hueckel B).mulVecLin ≃ₗ[ℂ]
      (LinearMap.ker Bᴴ.mulVecLin × LinearMap.ker B.mulVecLin) :=
    { toFun := fun x => (⟨x.1 ∘ Sum.inl, LinearMap.mem_ker.2 (hk x).2⟩,
        ⟨x.1 ∘ Sum.inr, LinearMap.mem_ker.2 (hk x).1⟩)
      invFun := fun p => ⟨Sum.elim p.1.1 p.2.1, LinearMap.mem_ker.2
        ((h0 _ _).2 ⟨LinearMap.mem_ker.1 p.2.2, LinearMap.mem_ker.1 p.1.2⟩)⟩
      map_add' := fun _ _ => rfl
      map_smul' := fun _ _ => rfl
      left_inv := fun x => Subtype.ext (Sum.elim_comp_inl_inr x.1)
      right_inv := fun _ => rfl }
  have he := e.finrank_eq
  rw [Module.finrank_prod] at he
  -- rank-nullity on each sublattice
  have h1 : B.rank + finrank ℂ (LinearMap.ker B.mulVecLin) = Fintype.card n := by
    rw [Matrix.rank, LinearMap.finrank_range_add_finrank_ker,
      Module.finrank_fintype_fun_eq_card]
  have h2 : Bᴴ.rank + finrank ℂ (LinearMap.ker Bᴴ.mulVecLin) = Fintype.card m := by
    rw [Matrix.rank, LinearMap.finrank_range_add_finrank_ker,
      Module.finrank_fintype_fun_eq_card]
  rw [Matrix.rank_conjTranspose] at h2
  omega
```

## (i) A bound from the site numbers alone

**Task.** Show that, whatever the hopping amplitudes are,

|m| ≤ |n| + dim ker H.

**Solution.** B has |n| columns, so rank B ≤ |n|. Inserted in (h), this gives

dim ker H = |m| + |n| − 2 rank B ≥ |m| − |n|.

The bound is informative when m is the larger sublattice; otherwise it holds trivially. It is written as a sum because subtraction of natural numbers in Lean stops at zero. The rank bound is `B.rank_le_card_width`.

```lean
/-- The zero-energy space has dimension at least the excess of sites on the first sublattice
over sites on the second. -/
theorem nonbonding_lower_bound (B : Matrix m n ℂ) :
    Fintype.card m ≤
      Fintype.card n + finrank ℂ (LinearMap.ker (hueckel B).mulVecLin) := by
  have h := nonbonding_count B
  have hr := B.rank_le_card_width
  omega
```

## (j) When the bound is attained

**Task.** Show that

|m| = |n| + dim ker H

holds exactly when rank B = |n|.

**Solution.** Substitute |m| = |n| + dim ker H in (h):

dim ker H + 2 rank B = 2|n| + dim ker H

Hence rank B = |n|. Conversely, putting rank B = |n| in (h) gives dim ker H + |n| = |m|. Both directions are linear arithmetic, which `omega` completes from `nonbonding_count`. If |m| < |n|, both conditions are false.

```lean
/-- The dimension of the zero-energy space equals the excess of sites on the first sublattice
exactly when the rank of `B` is the number of sites on the second. -/
theorem nonbonding_bound_sharp_iff (B : Matrix m n ℂ) :
    Fintype.card m =
        Fintype.card n + finrank ℂ (LinearMap.ker (hueckel B).mulVecLin) ↔
      B.rank = Fintype.card n := by
  have h := nonbonding_count B
  omega

end BipartiteHueckel
```

```lean
#print axioms BipartiteHueckel.pairing
-- 'BipartiteHueckel.pairing' depends on axioms: [propext, Classical.choice, Quot.sound]
#print axioms BipartiteHueckel.equal_sublattice_weight
-- 'BipartiteHueckel.equal_sublattice_weight' depends on axioms: [propext, Classical.choice, Quot.sound]
#print axioms BipartiteHueckel.nonbonding_lower_bound
-- 'BipartiteHueckel.nonbonding_lower_bound' depends on axioms: [propext, Classical.choice, Quot.sound]
#print axioms BipartiteHueckel.nonbonding_bound_sharp_iff
-- 'BipartiteHueckel.nonbonding_bound_sharp_iff' depends on axioms: [propext, Classical.choice, Quot.sound]
```

## Allyl and cyclobutadiene in numbers

Measure energies in units of the resonance integral. In allyl, let m contain the two end atoms and n the central one. Then B is the column (1, 1), with rank 1, and (h) gives dim ker H = 2 + 1 − 2 = 1, which equals the excess |m| − |n|.

The zero-energy orbital is u = (1, −1)/√2, v = 0. It sits entirely on the end atoms, which shows why (g) requires E ≠ 0. The remaining levels are E = √2 and E = −√2, with normalised orbitals

u = (1/2, 1/2), v = 1/√2 at E = √2

u = (1/2, 1/2), v = −1/√2 at E = −√2

and in each of them both sublattices have weight 1/2.

In square cyclobutadiene with four equal bonds, |m| = |n| = 2, and every atom of m is bonded to every atom of n. All four entries of B are 1, so the rank is 1 and dim ker H = 4 − 2 = 2, although the site numbers alone only guarantee 0.

## One list of atoms with a colouring

A molecular structure usually arrives as a single list of atoms. The model could accordingly be a Hermitian matrix on one finite set of sites, with one of two colours for each site and the hypothesis that entries between sites of equal colour vanish. Hermiticity would then be assumed, whereas here it is built into the blocks. The pairing argument would hardly change, with S multiplying each amplitude by +1 or −1 according to the colour of its site. The count in (h) would first need B to be extracted as the submatrix between the two colour classes, whose sizes would take the place of |m| and |n|.
